# For two positive energy parts that scale oppositely, a lower bound at every dilation is one bound on a scale-free product

A normalised trial wavefunction $\psi(x)$ for a particle in a one-dimensional harmonic trap, with potential energy proportional to $x^2$, can often be improved after its integrals are done, by stretching or compressing it about $x=0$. If its mean kinetic energy is $A$ and its mean potential energy is $B$, the function $\sqrt{l}\,\psi(lx)$, with $l>0$, has the energy $l^2A+l^{-2}B$. No new integral is needed, and the best energy along this one-parameter family is $2\sqrt{AB}$.

The same step works for any two positive parts that scale as $l^aA$ and $l^{-b}B$ with $a,b>0$. A number $C$ is a lower bound for the energy at every $l>0$ exactly when it is at most

$$M=\frac{(a+b)\,A^{1-q}B^{q}}{a^{q}\,b^{1-q}},\qquad q=\frac{a}{a+b}.$$

In quantum mechanics this covers, for example, kinetic energy ($a=2$) with a confining potential proportional to $|x|^b$. It does not cover Coulomb attraction, whose mean value is negative and scales as $l^{+1}$.

In the Lean development $A$, $B$, $a$, $b$, $l$ and $C$ are real numbers, and $A$ and $B$ are not operators. The change of variables by which the mean values of an actual wavefunction acquire their powers of $l$ is left to the reader who applies the theorems.

```lean
import Mathlib

open Real

namespace AdditiveMultiplicativeBounds

noncomputable section
```

## The energy along a dilation and its scale-free companion

The energy after a dilation is

$$E(l)=l^aA+l^{-b}B .$$

Powers such as $l^a$ have real exponents, so $a$ and $b$ need not be integers. With the wavefunction convention above, $l>1$ compresses the state, although the word "dilation" may suggest the opposite.

```lean
/-- The energy after a dilation by `l > 0`, when its two parts `A` and `B` scale
with the powers `a` and `-b` of `l`. -/
def dilatedEnergy (a b A B l : ℝ) : ℝ := l ^ a * A + l ^ (-b) * B
```

The weight $q=a/(a+b)$ is built from the exponent of the first part but belongs to the second part, $B$. The first part has the weight $1-q=b/(a+b)$.

```lean
/-- The weight `q = a / (a + b)` of the second energy part, for `a, b > 0`. -/
def scaleWeight (a b : ℝ) : ℝ := a / (a + b)
```

This choice of weights makes $A^{1-q}B^q$ insensitive to the scale. Under $A\to l^aA$ and $B\to l^{-b}B$ it acquires the factor $l^{a(1-q)-bq}$, and

$$a(1-q)-bq=a-(a+b)q=0 .$$

The number $M$ is this product with a prefactor that the minimum will fix. Its Lean name is `multiplicativeBound`.

```lean
/-- The scale-invariant combination `(a + b) A^(1-q) B^q / (a^q b^(1-q))` of the two
energy parts, for `a, b, A, B > 0`. -/
def multiplicativeBound (a b A B : ℝ) : ℝ :=
  (a + b) * A ^ (1 - scaleWeight a b) * B ^ scaleWeight a b /
    (a ^ scaleWeight a b * b ^ (1 - scaleWeight a b))
```

Setting $E'(l)=0$ and multiplying by $l$ gives $a\,l^aA=b\,l^{-b}B$. Hence $l^{a+b}=bB/(aA)$, and the candidate for the minimum is

$$l_0=\left(\frac{bB}{aA}\right)^{1/(a+b)} .$$

```lean
/-- The dilation `(b B / (a A))^(1/(a+b))`, for `a, b, A, B > 0`. -/
def optimalScale (a b A B : ℝ) : ℝ := (b * B / (a * A)) ^ (1 / (a + b))
```

For a whole set of states, $A$ and $B$ become functions of the state. The set is closed under scaling if for each state $x$ and each $l>0$ it also contains a state $y$ with $A(y)=l^aA(x)$ and $B(y)=l^{-b}B(x)$. Here $x$ and $y$ label states and are not positions. In Lean the states form an arbitrary type `X`, and only these two numbers are known about each of them.

```lean
/-- A family of states is closed under scaling if every state `x` has, for each `l > 0`,
a partner `y` whose energy parts are `l^a A(x)` and `l^(-b) B(x)`. -/
def ScalingClosed {X : Type*} (a b : ℝ) (A B : X → ℝ) : Prop :=
  ∀ x, ∀ l : ℝ, 0 < l → ∃ y, A y = l ^ a * A x ∧ B y = l ^ (-b) * B x
```

## The virial balance at the optimal scale

The condition $a\,l^aA=b\,l^{-b}B$ is called the virial balance here. For $a=2$ and a potential proportional to $|x|^b$ it is the familiar relation $2\langle T\rangle=b\langle V\rangle$ between the mean kinetic and potential energies, imposed on a rescaled trial state that need not be an eigenstate.

To check that $l_0$ satisfies it, split the power as $l_0^a=l_0^{a+b}\,l_0^{-b}$ and insert the value of $l_0^{a+b}$:

$$a\,l_0^aA=a\,\frac{bB}{aA}\,l_0^{-b}A=b\,l_0^{-b}B .$$

In the proof, `hpow` is the value of $l_0^{a+b}$ and `hsplit` is the splitting. The closing `field_simp` cancels $aA$.

```lean
variable {a b A B : ℝ}

/-- For positive exponents and energy parts, the optimal scale is positive and satisfies
the virial balance `a l^a A = b l^(-b) B`. -/
theorem optimalScale_virial (ha : 0 < a) (hb : 0 < b) (hA : 0 < A) (hB : 0 < B) :
    0 < optimalScale a b A B ∧
      a * (optimalScale a b A B ^ a * A) = b * (optimalScale a b A B ^ (-b) * B) := by
  have hab : 0 < a + b := add_pos ha hb
  have hr : 0 < b * B / (a * A) := by positivity
  have hl : 0 < optimalScale a b A B := Real.rpow_pos_of_pos hr _
  have hpow : optimalScale a b A B ^ (a + b) = b * B / (a * A) := by
    unfold optimalScale
    rw [← Real.rpow_mul hr.le, one_div_mul_cancel hab.ne', Real.rpow_one]
  have hsplit : optimalScale a b A B ^ a =
      optimalScale a b A B ^ (a + b) * optimalScale a b A B ^ (-b) := by
    rw [← Real.rpow_add hl]
    congr 1
    ring
  refine ⟨hl, ?_⟩
  rw [hsplit, hpow]
  generalize optimalScale a b A B ^ (-b) = t
  field_simp
```

## The energy at balance

Let $l$ be any scale in virial balance. The two parts are then in the ratio $b:a$, so there is a $k>0$ with

$$l^aA=bk,\qquad l^{-b}B=ak,\qquad E(l)=(a+b)k .$$

The scale drops out of the weighted geometric mean, which gives

$$A^{1-q}B^q=(l^aA)^{1-q}(l^{-b}B)^q=(bk)^{1-q}(ak)^q=a^q\,b^{1-q}\,k .$$

Solving for $k$ and inserting it in $E(l)=(a+b)k$ yields $E(l)=M$.

The proof keeps only the relation $q(a+b)=a$ about the weight. The fact `h0` states that the powers of $l$ cancel, `hinv` is the first equality of the chain, and `hkk` is $k^{1-q}k^q=k$. The last `linear_combination` puts them together.

```lean
/-- For positive exponents and energy parts, the energy at any scale `l > 0` in virial
balance equals the multiplicative bound. -/
theorem energy_of_virial (ha : 0 < a) (hb : 0 < b) (hA : 0 < A) (hB : 0 < B)
    {l : ℝ} (hl : 0 < l) (hv : a * (l ^ a * A) = b * (l ^ (-b) * B)) :
    dilatedEnergy a b A B l = multiplicativeBound a b A B := by
  have hq : scaleWeight a b * (a + b) = a := div_mul_cancel₀ a (add_pos ha hb).ne'
  unfold dilatedEnergy multiplicativeBound
  generalize scaleWeight a b = q at *
  -- virial balance: the two parts are in the ratio b : a
  obtain ⟨k, hk, h1, h2⟩ : ∃ k : ℝ, 0 < k ∧ l ^ a * A = b * k ∧ l ^ (-b) * B = a * k := by
    refine ⟨l ^ a * A / b, by positivity, by field_simp, ?_⟩
    rw [← mul_div_assoc, eq_div_iff hb.ne']
    linarith
  -- the weighted geometric mean does not depend on the scale
  have h0 : l ^ (a * (1 - q)) * l ^ (-b * q) = 1 := by
    have hexp : a * (1 - q) + -b * q = 0 := by linear_combination -hq
    rw [← Real.rpow_add hl, hexp, Real.rpow_zero]
  have hinv : (l ^ a * A) ^ (1 - q) * (l ^ (-b) * B) ^ q = A ^ (1 - q) * B ^ q := by
    rw [Real.mul_rpow (Real.rpow_pos_of_pos hl a).le hA.le,
      Real.mul_rpow (Real.rpow_pos_of_pos hl (-b)).le hB.le,
      ← Real.rpow_mul hl.le, ← Real.rpow_mul hl.le]
    linear_combination (A ^ (1 - q) * B ^ q) * h0
  rw [h1, h2, Real.mul_rpow hb.le hk.le, Real.mul_rpow ha.le hk.le] at hinv
  have hkk : k ^ (1 - q) * k ^ q = k := by
    rw [← Real.rpow_add hk, sub_add_cancel, Real.rpow_one]
  have hden : a ^ q * b ^ (1 - q) ≠ 0 := by positivity
  rw [h1, h2, eq_div_iff hden]
  linear_combination (a + b) * hinv - (a + b) * b ^ (1 - q) * a ^ q * hkk
```

## Every other scale costs energy

Let $l_0$ now be any scale in balance, with parts $T_0=l_0^aA$ and $V_0=l_0^{-b}B$. Every other positive scale can be written as $l=l_0e^s$ with $s\neq0$, so that

$$E(l)=T_0e^{as}+V_0e^{-bs} .$$

The exponential lies above its tangent at zero: $e^x\ge1+x$, strictly for $x\ne0$. Therefore

$$E(l)>T_0(1+as)+V_0(1-bs)=T_0+V_0+s\,(aT_0-bV_0)=E(l_0),$$

where the last bracket vanishes by the balance. No second derivative is needed, and the minimum is global.

The inequalities `e1` and `e2` are the tangent bounds multiplied by $T_0$ and $V_0$, the first one strict. The equation `e3` is the balance multiplied by $s$, and `nlinarith` adds the three. The theorem does not list $b>0$ as a hypothesis, because the balance with positive $a$, $A$ and $B$ already forces it.

```lean
/-- For `a, A, B > 0`, a scale `l₀ > 0` in virial balance has strictly lower energy than every other
positive scale. -/
theorem virial_strict_min (ha : 0 < a) (hA : 0 < A) (hB : 0 < B)
    {l₀ l : ℝ} (hl₀ : 0 < l₀) (hv : a * (l₀ ^ a * A) = b * (l₀ ^ (-b) * B))
    (hl : 0 < l) (hne : l ≠ l₀) :
    dilatedEnergy a b A B l₀ < dilatedEnergy a b A B l := by
  -- logarithmic distance from the balanced scale
  obtain ⟨s, hs⟩ : ∃ s : ℝ, l = l₀ * Real.exp s :=
    ⟨Real.log (l / l₀), by rw [Real.exp_log (div_pos hl hl₀)]; field_simp⟩
  have hs0 : s ≠ 0 := by
    intro h
    exact hne (by rw [hs, h, Real.exp_zero, mul_one])
  unfold dilatedEnergy
  rw [hs, Real.mul_rpow hl₀.le (Real.exp_pos s).le,
    Real.mul_rpow hl₀.le (Real.exp_pos s).le, ← Real.exp_mul, ← Real.exp_mul]
  have hT : 0 < l₀ ^ a * A := by positivity
  have hV : 0 < l₀ ^ (-b) * B := by positivity
  -- the exponentials lie above their tangents, whose slopes cancel
  have e1 := mul_lt_mul_of_pos_left (Real.add_one_lt_exp (mul_ne_zero hs0 ha.ne')) hT
  have e2 := mul_le_mul_of_nonneg_left (Real.add_one_le_exp (s * -b)) hV.le
  have e3 : s * (a * (l₀ ^ a * A)) = s * (b * (l₀ ^ (-b) * B)) := by rw [hv]
  nlinarith [e1, e2, e3]
```

The explicit scale $l_0$ is in balance, so its energy is $M$, and no other scale lies lower. Hence $M\le E(l)$ for all $l>0$. The proof separates the case $l=l_0$ from the case $l\neq l_0$.

```lean
/-- For positive exponents and energy parts, the multiplicative bound is at most the energy at every
scale `l > 0`. -/
theorem multiplicativeBound_le (ha : 0 < a) (hb : 0 < b) (hA : 0 < A) (hB : 0 < B)
    {l : ℝ} (hl : 0 < l) : multiplicativeBound a b A B ≤ dilatedEnergy a b A B l := by
  obtain ⟨h0, hv⟩ := optimalScale_virial ha hb hA hB
  rw [← energy_of_virial ha hb hA hB h0 hv]
  rcases eq_or_ne l (optimalScale a b A B) with h | h
  · exact (congrArg (dilatedEnergy a b A B) h).ge
  · exact (virial_strict_min ha hA hB h0 hv hl h).le
```

Equality identifies the balance. If $E(l)=M$ while $l\ne l_0$, the strict minimum would give $M=E(l_0)<E(l)=M$, a contradiction. So $l=l_0$, and the balance holds there. The converse is the energy formula at balance. A rescaled trial function thus has the lowest energy of its family exactly when its two parts satisfy the virial relation.

```lean
/-- For positive exponents and energy parts, the energy at a scale `l > 0` attains the
multiplicative bound exactly when the virial balance holds there. -/
theorem energy_eq_bound_iff_virial (ha : 0 < a) (hb : 0 < b) (hA : 0 < A) (hB : 0 < B)
    {l : ℝ} (hl : 0 < l) :
    dilatedEnergy a b A B l = multiplicativeBound a b A B ↔
      a * (l ^ a * A) = b * (l ^ (-b) * B) := by
  refine ⟨fun h => ?_, energy_of_virial ha hb hA hB hl⟩
  obtain ⟨h0, hv⟩ := optimalScale_virial ha hb hA hB
  have hl' : l = optimalScale a b A B := by
    by_contra hne
    have h1 := virial_strict_min ha hA hB h0 hv hl hne
    have h2 := energy_of_virial ha hb hA hB h0 hv
    linarith
  rw [hl']
  exact hv
```

## One inequality in place of infinitely many

Suppose $C\le E(l)$ for all $l>0$. Taking $l=l_0$ gives $C\le E(l_0)=M$. Conversely, if $C\le M$, then $C\le M\le E(l)$ at every $l>0$.

In words, the theorem says: for positive real $a,b,A,B$ and any real $C$, the additive inequality holds at all positive scales if and only if $C\le M$. The two directions after `constructor` are the two halves of the argument.

```lean
/-- For positive exponents and energy parts, `C` bounds the energy from below at all
scales `l > 0` if and only if `C` is at most the multiplicative bound. -/
theorem additive_iff_multiplicative (ha : 0 < a) (hb : 0 < b) (hA : 0 < A) (hB : 0 < B)
    (C : ℝ) :
    (∀ l : ℝ, 0 < l → C ≤ l ^ a * A + l ^ (-b) * B) ↔ C ≤ multiplicativeBound a b A B := by
  constructor
  · intro h
    obtain ⟨h0, hv⟩ := optimalScale_virial ha hb hA hB
    rw [← energy_of_virial ha hb hA hB h0 hv]
    exact h _ h0
  · intro h l hl
    exact h.trans (multiplicativeBound_le ha hb hA hB hl)
```

For equal exponents $b=a$ the weight is $q=\tfrac12$, and

$$M=\frac{2a\sqrt A\sqrt B}{\sqrt a\sqrt a}=2\sqrt{AB} .$$

This is the value quoted for the harmonic trap. The common exponent has disappeared from it.

```lean
/-- For equal exponents `a > 0` and positive energy parts, the multiplicative bound is
twice the geometric mean of the parts. -/
theorem multiplicativeBound_equal_exponents (ha : 0 < a) (hA : 0 < A) :
    multiplicativeBound a a A B = 2 * √(A * B) := by
  have hq : scaleWeight a a = 1 / 2 := by
    unfold scaleWeight
    rw [div_eq_iff (add_pos ha ha).ne']
    ring
  have hh : (1 : ℝ) - 1 / 2 = 1 / 2 := by norm_num
  unfold multiplicativeBound
  rw [hq, hh, ← Real.sqrt_eq_rpow, ← Real.sqrt_eq_rpow, ← Real.sqrt_eq_rpow,
    Real.mul_self_sqrt ha.le, Real.sqrt_mul hA.le, div_eq_iff ha.ne']
  ring
```

## From one state to a family of states

A lower bound is often stated for all states at once, as $A(x)+B(x)\ge C$. Suppose that this holds on a family closed under scaling, with positive parts. For a given $x$ and $l>0$, the partner $y$ obeys

$$C\le A(y)+B(y)=l^aA(x)+l^{-b}B(x) .$$

Since $l$ was arbitrary, the equivalence for a single state gives $C\le M(x)$, where $M(x)$ is $M$ formed from $A(x)$ and $B(x)$. In the other direction, $C\le M(x)$ bounds the energy at every scale, and $l=1$ returns $A(x)+B(x)\ge C$.

The additive and the multiplicative inequality therefore admit the same constants $C$. The closure is a hypothesis named `hS`. Physically it says that a rescaled state is again an allowed state, which fails, for instance, for wavefunctions confined to a box of fixed size.

```lean
/-- On a family of states closed under scaling, with positive exponents and energy parts,
`A + B ≥ C` holds for all states if and only if the multiplicative bound of every state
is at least `C`. -/
theorem functional_additive_iff_multiplicative {X : Type*} {A B : X → ℝ}
    (ha : 0 < a) (hb : 0 < b) (hA : ∀ x, 0 < A x) (hB : ∀ x, 0 < B x)
    (hS : ScalingClosed a b A B) (C : ℝ) :
    (∀ x, C ≤ A x + B x) ↔ ∀ x, C ≤ multiplicativeBound a b (A x) (B x) := by
  constructor
  · intro h x
    rw [← additive_iff_multiplicative ha hb (hA x) (hB x)]
    intro l hl
    obtain ⟨y, hy1, hy2⟩ := hS x l hl
    rw [← hy1, ← hy2]
    exact h y
  · intro h x
    -- the undilated state is the case l = 1
    have h1 := (additive_iff_multiplicative ha hb (hA x) (hB x) C).2 (h x) 1 one_pos
    simpa only [Real.one_rpow, one_mul] using h1
```

Gaussians provide a concrete family. With $\hbar=1$, a real Gaussian wavefunction centred at the origin whose position has standard deviation $\sigma$ has the momentum variance $1/(4\sigma^2)$ and the position variance $\sigma^2$. Compressing it to the width $\sigma/l$ gives

$$\frac{1}{4(\sigma/l)^2}=l^2\,\frac1{4\sigma^2},\qquad \left(\frac{\sigma}{l}\right)^2=l^{-2}\sigma^2 ,$$

so the family is closed under scaling with $a=b=2$. In Lean a state is just its width, an element of `Set.Ioi (0 : ℝ)`, the positive reals. The two variances enter as given functions of it and are not computed from a wavefunction. The proof names $\sigma/l$ as the partner and checks both equations.

For each of these states $M=2\sqrt{1/4}=1$. This is the pattern that links the oscillator bound $\langle p^2\rangle+\langle x^2\rangle\ge1$ to the uncertainty product $\sqrt{\langle p^2\rangle\langle x^2\rangle}\ge\tfrac12$. For general wavefunctions the equivalence would carry one inequality into the other, but it supplies neither of them.

```lean
/-- The functions `1/(4σ²)` and `σ²` of a width `σ > 0`, the momentum and position variances of a
real Gaussian wavefunction with `ħ = 1`, are positive and closed under scaling with `a = b = 2`. -/
theorem scalingClosed_witness :
    (∀ σ : Set.Ioi (0 : ℝ), 0 < 1 / (4 * (σ : ℝ) ^ 2)) ∧
    (∀ σ : Set.Ioi (0 : ℝ), 0 < (σ : ℝ) ^ 2) ∧
    ScalingClosed 2 2 (fun σ : Set.Ioi (0 : ℝ) => 1 / (4 * (σ : ℝ) ^ 2))
      (fun σ : Set.Ioi (0 : ℝ) => (σ : ℝ) ^ 2) := by
  refine ⟨fun σ => ?_, fun σ => ?_, ?_⟩
  · have h : 0 < (σ : ℝ) := σ.2
    positivity
  · have h : 0 < (σ : ℝ) := σ.2
    positivity
  · rintro ⟨σ, hσ⟩ l hl
    have h : 0 < σ := hσ
    -- dilation by l narrows the Gaussian to width σ / l
    refine ⟨⟨σ / l, div_pos h hl⟩, ?_, ?_⟩
    · show 1 / (4 * (σ / l) ^ 2) = l ^ (2 : ℝ) * (1 / (4 * σ ^ 2))
      rw [Real.rpow_two]
      field_simp
    · show (σ / l) ^ 2 = l ^ (-2 : ℝ) * σ ^ 2
      rw [Real.rpow_neg hl.le, Real.rpow_two]
      field_simp

end

end AdditiveMultiplicativeBounds
```

```lean
#print axioms AdditiveMultiplicativeBounds.energy_eq_bound_iff_virial
-- 'AdditiveMultiplicativeBounds.energy_eq_bound_iff_virial' depends on axioms: [propext, Classical.choice, Quot.sound]
#print axioms AdditiveMultiplicativeBounds.multiplicativeBound_equal_exponents
-- 'AdditiveMultiplicativeBounds.multiplicativeBound_equal_exponents' depends on axioms: [propext, Classical.choice, Quot.sound]
#print axioms AdditiveMultiplicativeBounds.functional_additive_iff_multiplicative
-- 'AdditiveMultiplicativeBounds.functional_additive_iff_multiplicative' depends on axioms: [propext, Classical.choice, Quot.sound]
```
